# Traces of two and four gamma matrices from the Clifford relation

Let $g^a$, with $a$ in any index set, be complex $N\times N$ matrices, $\mathbb 1$ the identity, and $\eta^{ab}$ complex numbers such that
$$g^a g^b + g^b g^a = 2\eta^{ab}\,\mathbb 1 \quad\text{for all } a,b .$$
Then
$$\operatorname{tr}(g^a g^b) = N\eta^{ab},\qquad \operatorname{tr}(g^a g^b g^c g^d) = N\left(\eta^{ab}\eta^{cd}-\eta^{ac}\eta^{bd}+\eta^{ad}\eta^{bc}\right).$$
For Dirac matrices $\eta$ is the inverse spacetime metric, and for constant $g^a$ in inertial coordinates of flat spacetime the relation is the condition under which $(g^a\partial_a)^2=\eta^{ab}\partial_a\partial_b\,\mathbb 1$ (repeated indices summed, $\partial_a$ the partial derivatives), so that, with signature $(+,-,-,-)$ and $\hbar=c=1$, for a mass $\mu$ the product $(ig^a\partial_a-\mu)(ig^b\partial_b+\mu)$ is minus the Klein–Gordon operator $\eta^{ab}\partial_a\partial_b+\mu^2$.

## Spin sums and Majorana averages

A code for spin-summed squared amplitudes can replace these traces by the metric expressions above, independently of the representation; this covers strings of two or four matrices without $\gamma^5$. Massive fermion lines also produce traces of an odd number of matrices, which vanish for the four Dirac matrices, a fact not proved here. For finitely many fermionic modes, Majorana operators normalised to square to $\mathbb 1$ and mapped to qubits (for example by the Jordan–Wigner map) obey the relation with $\eta^{ab}=\delta^{ab}$, and the trace of a product of two or four of them, divided by $N$, is then the average of that product in the maximally mixed state.

## Cyclicity and three swaps

The left side of the relation is symmetric in $a,b$, so $2\eta^{ab}\mathbb 1 = 2\eta^{ba}\mathbb 1$. For $N>0$ a diagonal entry gives $\eta^{ab}=\eta^{ba}$. The trace formulas do not use this.

The trace of the relation, with $\operatorname{tr}(g^b g^a)=\operatorname{tr}(g^a g^b)$ and $\operatorname{tr}\mathbb 1=N$, reads $2\operatorname{tr}(g^a g^b)=2\eta^{ab}N$, which is the first formula.

For four matrices, move $g^a$ to the right with $g^a g^b = 2\eta^{ab}\mathbb 1 - g^b g^a$ and its analogues for $c$ and $d$:
$$\begin{aligned} g^a g^b g^c g^d &= 2\eta^{ab} g^c g^d - g^b g^a g^c g^d\\ &= 2\eta^{ab} g^c g^d - 2\eta^{ac} g^b g^d + g^b g^c g^a g^d\\ &= 2\eta^{ab} g^c g^d - 2\eta^{ac} g^b g^d + 2\eta^{ad} g^b g^c - g^b g^c g^d g^a .\end{aligned}$$
Bring the last term to the left and take the trace. Cyclicity gives $\operatorname{tr}(g^b g^c g^d g^a)=\operatorname{tr}(g^a g^b g^c g^d)$, and the first formula evaluates the right side:
$$2\operatorname{tr}(g^a g^b g^c g^d) = 2\eta^{ab}N\eta^{cd}-2\eta^{ac}N\eta^{bd}+2\eta^{ad}N\eta^{bc}.$$

## Slashed covectors

Now let the index set be finite, with indices $m,k$, and let $a,b,c,d$ denote covectors with complex components $a_m$. Put $\not{a}=\sum_m a_m g^m$ and $a\cdot b=\sum_{m,k}a_m b_k\eta^{mk}$. Bilinearity gives
$$\not{a}\not{b}+\not{b}\not{a}=\sum_{m,k}a_m b_k\,(g^m g^k+g^k g^m)=2\,(a\cdot b)\,\mathbb 1 .$$
This is again a Clifford relation, indexed by covectors, so $\operatorname{tr}(\not{a}\not{b})=N\,(a\cdot b)$ and
$$\operatorname{tr}(\not{a}\not{b}\not{c}\not{d})=N\left((a\cdot b)(c\cdot d)-(a\cdot c)(b\cdot d)+(a\cdot d)(b\cdot c)\right).$$

## The Lean file

```lean
import Mathlib

open Matrix

namespace GammaTraces

noncomputable section

variable {ι n : Type*} [Fintype n] [DecidableEq n]

/-- The Clifford relation `g^a g^b + g^b g^a = 2 η^{ab} 1` for a family of square complex
matrices `g` and a complex two-index array `η`. -/
def IsClifford (g : ι → Matrix n n ℂ) (η : ι → ι → ℂ) : Prop :=
  ∀ a b, g a * g b + g b * g a = (2 * η a b) • (1 : Matrix n n ℂ)

/-- The Feynman slash `a_m g^m` of a covector `a`. -/
def slash [Fintype ι] (g : ι → Matrix n n ℂ) (a : ι → ℂ) : Matrix n n ℂ :=
  ∑ m, a m • g m

/-- The bilinear product `a_m b_k η^{mk}` of two covectors. -/
def minkDot [Fintype ι] (η : ι → ι → ℂ) (a b : ι → ℂ) : ℂ :=
  ∑ m, ∑ k, a m * b k * η m k

/-- The Minkowski metric `diag(1, -1, -1, -1)`. -/
def minkowski (a b : Fin 4) : ℂ :=
  if a = b then (if a = 0 then 1 else -1) else 0

/-- The four gamma matrices in the Dirac representation. -/
def dirac : Fin 4 → Matrix (Fin 4) (Fin 4) ℂ :=
  ![!![1, 0, 0, 0; 0, 1, 0, 0; 0, 0, -1, 0; 0, 0, 0, -1],
    !![0, 0, 0, 1; 0, 0, 1, 0; 0, -1, 0, 0; -1, 0, 0, 0],
    !![0, 0, 0, -Complex.I; 0, 0, Complex.I, 0; 0, Complex.I, 0, 0; -Complex.I, 0, 0, 0],
    !![0, 0, 1, 0; 0, 0, 0, -1; -1, 0, 0, 0; 0, 1, 0, 0]]

variable {g : ι → Matrix n n ℂ} {η : ι → ι → ℂ}

/-- For matrices of nonzero size the Clifford relation forces `η` to be symmetric. -/
theorem metric_symm [Nonempty n] (h : IsClifford g η) (a b : ι) : η a b = η b a := by
  obtain ⟨i⟩ := ‹Nonempty n›
  have e : (2 * η a b) • (1 : Matrix n n ℂ) = (2 * η b a) • (1 : Matrix n n ℂ) := by
    rw [← h a b, ← h b a, add_comm]
  -- compare a diagonal entry
  have e' := congrFun (congrFun e i) i
  simp only [Matrix.smul_apply, Matrix.one_apply_eq, smul_eq_mul] at e'
  linear_combination (1 / 2 : ℂ) * e'

/-- Trace of two gamma matrices: `tr(g^a g^b) = N η^{ab}`, with `N` the matrix size. -/
theorem trace_two (h : IsClifford g η) (a b : ι) :
    trace (g a * g b) = (Fintype.card n : ℂ) * η a b := by
  have e := congrArg trace (h a b)
  -- cyclicity makes the two terms of the anticommutator equal
  rw [trace_add, trace_mul_comm (g b) (g a), trace_smul, trace_one, smul_eq_mul] at e
  linear_combination (1 / 2 : ℂ) * e

/-- Moving `g^a` through three gamma matrices: `g^a g^b g^c g^d + g^b g^c g^d g^a` equals
`2η^{ab} g^c g^d - 2η^{ac} g^b g^d + 2η^{ad} g^b g^c`. -/
theorem move_through_three (h : IsClifford g η) (a b c d : ι) :
    g a * g b * g c * g d + g b * g c * g d * g a =
      (2 * η a b) • (g c * g d) - (2 * η a c) • (g b * g d) + (2 * η a d) • (g b * g c) := by
  calc g a * g b * g c * g d + g b * g c * g d * g a
      = (g a * g b + g b * g a) * (g c * g d) - g b * (g a * g c + g c * g a) * g d
          + g b * g c * (g a * g d + g d * g a) := by noncomm_ring
    _ = _ := by
      rw [h a b, h a c, h a d]
      simp only [Matrix.smul_mul, Matrix.mul_smul, Matrix.one_mul, Matrix.mul_one]

/-- Trace of four gamma matrices:
`tr(g^a g^b g^c g^d) = N (η^{ab} η^{cd} - η^{ac} η^{bd} + η^{ad} η^{bc})`. -/
theorem trace_four (h : IsClifford g η) (a b c d : ι) :
    trace (g a * g b * g c * g d) =
      (Fintype.card n : ℂ) * (η a b * η c d - η a c * η b d + η a d * η b c) := by
  have e := congrArg trace (move_through_three h a b c d)
  -- cyclicity brings `g^a` back to the front
  have cyc : trace (g b * g c * g d * g a) = trace (g a * g b * g c * g d) := by
    rw [trace_mul_comm (g b * g c * g d) (g a)]
    simp only [Matrix.mul_assoc]
  rw [trace_add, cyc, trace_add, trace_sub, trace_smul, trace_smul, trace_smul,
    trace_two h c d, trace_two h b d, trace_two h b c] at e
  simp only [smul_eq_mul] at e
  linear_combination (1 / 2 : ℂ) * e

/-- Slashed covectors anticommute to twice their product: `a̸ b̸ + b̸ a̸ = 2 (a·b) 1`. -/
theorem slash_isClifford [Fintype ι] (h : IsClifford g η) :
    IsClifford (slash g) (minkDot η) := by
  intro a b
  have e1 : slash g a * slash g b = ∑ m, ∑ k, (a m * b k) • (g m * g k) := by
    unfold slash
    rw [Finset.sum_mul_sum]
    refine Finset.sum_congr rfl fun m _ => Finset.sum_congr rfl fun k _ => ?_
    rw [Matrix.smul_mul, Matrix.mul_smul, smul_smul]
  have e2 : slash g b * slash g a = ∑ m, ∑ k, (a m * b k) • (g k * g m) := by
    unfold slash
    rw [Finset.sum_mul_sum, Finset.sum_comm]
    refine Finset.sum_congr rfl fun m _ => Finset.sum_congr rfl fun k _ => ?_
    rw [Matrix.smul_mul, Matrix.mul_smul, smul_smul, mul_comm (b k) (a m)]
  -- apply the Clifford relation term by term
  rw [e1, e2, ← Finset.sum_add_distrib, minkDot, Finset.mul_sum, Finset.sum_smul]
  refine Finset.sum_congr rfl fun m _ => ?_
  rw [← Finset.sum_add_distrib, Finset.mul_sum, Finset.sum_smul]
  refine Finset.sum_congr rfl fun k _ => ?_
  rw [← smul_add, h m k, smul_smul]
  congr 1
  ring

/-- Trace of two slashed covectors: `tr(a̸ b̸) = N (a·b)`. -/
theorem trace_slash_two [Fintype ι] (h : IsClifford g η) (a b : ι → ℂ) :
    trace (slash g a * slash g b) = (Fintype.card n : ℂ) * minkDot η a b :=
  trace_two (slash_isClifford h) a b

/-- Trace of four slashed covectors:
`tr(a̸ b̸ c̸ d̸) = N ((a·b)(c·d) - (a·c)(b·d) + (a·d)(b·c))`. -/
theorem trace_slash_four [Fintype ι] (h : IsClifford g η) (a b c d : ι → ℂ) :
    trace (slash g a * slash g b * slash g c * slash g d) =
      (Fintype.card n : ℂ) * (minkDot η a b * minkDot η c d - minkDot η a c * minkDot η b d
        + minkDot η a d * minkDot η b c) :=
  trace_four (slash_isClifford h) a b c d

set_option maxHeartbeats 400000 in
/-- The Dirac matrices satisfy the Clifford relation with the Minkowski metric. -/
theorem isClifford_witness : IsClifford dirac minkowski := by
  intro a b
  ext i j
  rw [Matrix.add_apply, Matrix.mul_apply, Matrix.mul_apply, Fin.sum_univ_four,
    Fin.sum_univ_four, Matrix.smul_apply, Matrix.one_apply, smul_eq_mul]
  -- check every entry for every pair of indices
  fin_cases a <;> fin_cases b <;> fin_cases i <;> fin_cases j <;>
    simp [dirac, minkowski] <;> norm_num

end

end GammaTraces
```

```lean
#print axioms GammaTraces.metric_symm
#print axioms GammaTraces.trace_four
#print axioms GammaTraces.trace_slash_two
#print axioms GammaTraces.trace_slash_four
```

```
'GammaTraces.metric_symm' depends on axioms: [propext, Classical.choice, Quot.sound]
'GammaTraces.trace_four' depends on axioms: [propext, Classical.choice, Quot.sound]
'GammaTraces.trace_slash_two' depends on axioms: [propext, Classical.choice, Quot.sound]
'GammaTraces.trace_slash_four' depends on axioms: [propext, Classical.choice, Quot.sound]
```

## Objects and conventions

The type `ι` labels the gamma matrices and `n` labels their rows and columns, so $N$ is `Fintype.card n`. `IsClifford g η` is the anticommutation relation for all pairs of indices, and it is the only hypothesis of `trace_two` and `trace_four`. Nothing is assumed about Hermiticity or invertibility of $g^a$, or about $\eta$ being real, diagonal, symmetric or nondegenerate. The type `ι` may be infinite in these two theorems, which is what lets covectors serve as indices; finiteness of `ι` enters only with `slash` and `minkDot`.

The components passed to `slash g a` carry lower indices and `η m k` carries upper ones, so a code that stores contravariant momenta lowers the index first to obtain the matrix $\not{p}$. With `minkowski` the fully slashed traces happen not to notice the omission if it is made for every momentum, because flipping the spatial signs of both arguments leaves `minkDot` unchanged, but the matrix itself and traces with free indices do change. The product `minkDot η a b` is bilinear, with no complex conjugation. `dirac` lists the Dirac representation with index 0 as time, `minkowski` is $\operatorname{diag}(1,-1,-1,-1)$, and `isClifford_witness` states that this pair satisfies the relation, so the formulas apply to it with $N=4$.

## How the lemmas follow the derivation

`metric_symm` equates the two right-hand sides using `add_comm` and reads entry $(i,i)$, which needs `Nonempty n`. `trace_two` applies `trace` to the relation and uses `trace_mul_comm` for cyclicity; `linear_combination` halves the equation. `move_through_three` performs the three swaps at once: `noncomm_ring` confirms that $g^a g^b g^c g^d+g^b g^c g^d g^a$ equals the three anticommutators with their spectator factors and signs $+,-,+$, the intermediate products cancelling, and the relation then replaces each anticommutator. `trace_four` takes the trace of that identity, uses `cyc` to return $g^a$ to the front, and inserts `trace_two` three times. In `slash_isClifford`, `e1` and `e2` expand both orderings into double sums with the common coefficient `a m * b k`, after which the relation is applied term by term. `trace_slash_two` and `trace_slash_four` are then direct instances. `isClifford_witness` checks every entry for every pair of indices.

## Smallest sizes and limits of the theorems

The trace theorems include $N=0$, where the relation holds for any $\eta$, symmetric or not, and both sides vanish. At $N=1$ the $g^a$ are numbers with $\eta^{ab}=g^a g^b$; each of the three terms equals $g^a g^b g^c g^d$ and the signs add to $1$.

The theorems concern exact complex arithmetic on finite matrices. They give no error bound for floating-point matrices that satisfy the relation approximately, and the Clifford relation is established only for `dirac`, so any other representation, a qubit encoding of Majorana operators included, must be shown to satisfy it first. Longer strings, $\gamma^5$ and a continuous spacetime dimension are not covered. Odd traces need not vanish under this hypothesis: the Pauli matrices $\sigma^1,\sigma^2,\sigma^3$ satisfy the relation with $\eta^{ab}=\delta^{ab}$, yet $\operatorname{tr}(\sigma^1\sigma^2\sigma^3)=2i$. This example, the evaluation at $N=0,1$ and the remarks on applications are side comments and not theorems of the file.
